# For a smooth local energy density even in the spin polarisation, the Wang–Ziegler kernel tends to the triplet kernel as the polarisation vanishes

Let $G(n,s)$ be a local exchange–correlation energy density, with density $n=n_\uparrow+n_\downarrow$ and spin polarisation $s=n_\uparrow-n_\downarrow$, and let $v_\uparrow$ and $v_\downarrow$ be its derivatives with respect to $n_\uparrow$ and $n_\downarrow$. At a grid point where $s$ is zero, a noncollinear response calculation cannot evaluate the Wang–Ziegler kernel $(v_\uparrow-v_\downarrow)/s$ as a quotient, and it can insert the triplet kernel $2\,\partial^2G/\partial s^2$ at $s=0$ instead. The triplet kernel is normalised here as $\partial^2G/\partial n_\uparrow^2-\partial^2G/\partial n_\uparrow\partial n_\downarrow$ at $s=0$; some authors use half of this. If $G$ is even in $s$ and smooth in the sense of the theorems below, this value is the limit of the quotient as $s$ decreases to zero at fixed density $n$.

```lean
import Mathlib

open Filter Topology

namespace NoncollinearSpinKernel

noncomputable section

variable {E : Type*} [NormedAddCommGroup E] [InnerProductSpace ℝ E]

/-- The noncollinear energy density `F(m) = f(‖m‖)`, a function of the length of the
magnetisation vector. -/
def radialEnergy (f : ℝ → ℝ) (m : E) : ℝ := f ‖m‖

/-- The second directional derivative of `F` at `m` along `u`. -/
def secondDirDeriv (F : E → ℝ) (m u : E) : ℝ :=
  deriv (deriv (fun t : ℝ => F (m + t • u))) 0

/-- The Cartesian unit vectors of magnetisation space, numbered 0, 1, 2 for x, y, z. -/
def axis (i : Fin 3) : EuclideanSpace ℝ (Fin 3) := EuclideanSpace.single i (1 : ℝ)

/-- The spin-up potential: the derivative of the energy density `G(n, s)` with respect to the
spin-up density `a`, where `n = a + b` and `s = a - b`. -/
def vUp (G : ℝ × ℝ → ℝ) (a b : ℝ) : ℝ := deriv (fun x => G (x + b, x - b)) a

/-- The spin-down potential: the derivative of the energy density `G(n, s)` with respect to the
spin-down density `b`, where `n = a + b` and `s = a - b`. -/
def vDown (G : ℝ × ℝ → ℝ) (a b : ℝ) : ℝ := deriv (fun y => G (a + y, a - y)) b

/-- The Wang-Ziegler kernel `(v_up - v_down) / s` at density `n` and spin polarisation `s`. -/
def wangZieglerKernel (G : ℝ × ℝ → ℝ) (n s : ℝ) : ℝ :=
  (vUp G ((n + s) / 2) ((n - s) / 2) - vDown G ((n + s) / 2) ((n - s) / 2)) / s

/-- The first derivative of a twice continuously differentiable function is differentiable. -/
lemma differentiable_deriv_of_C2 {f : ℝ → ℝ} (hf : ContDiff ℝ 2 f) :
    Differentiable ℝ (deriv f) := by
  have h : ContDiff ℝ (1 + 1) f := by
    rw [one_add_one_eq_two]
    exact hf
  exact (contDiff_succ_iff_deriv.1 h).2.2.differentiable (by norm_num)

/-- The length of the magnetisation changes along a line at the rate given by the projection of the
direction `u` on the magnetisation, wherever the magnetisation is nonzero. -/
lemma hasDerivAt_norm_line (m u : E) (t : ℝ) (h : m + t • u ≠ 0) :
    HasDerivAt (fun t : ℝ => ‖m + t • u‖) (inner ℝ (m + t • u) u / ‖m + t • u‖) t := by
  have hl : HasDerivAt (fun t : ℝ => m + t • u) u t :=
    (((hasDerivAt_id' t).smul_const u).const_add m).congr_deriv (one_smul ℝ u)
  have hq : HasDerivAt (fun t : ℝ => ‖m + t • u‖ ^ 2) (2 * inner ℝ (m + t • u) u) t :=
    hl.norm_sq
  have hr : ‖m + t • u‖ ≠ 0 := norm_ne_zero_iff.2 h
  have hs := hq.sqrt (pow_ne_zero 2 hr)
  simp only [Real.sqrt_sq (norm_nonneg _)] at hs
  exact hs.congr_deriv (mul_div_mul_left _ _ two_ne_zero)

/-- Curvature of `f(‖m‖)`, for a twice continuously differentiable `f`, at a nonzero magnetisation
along any direction `u`: the part of `u` parallel to `m` carries `f''`, the perpendicular part
carries `f'(‖m‖)/‖m‖`. -/
theorem hasDerivAt_deriv_radialEnergy {f : ℝ → ℝ} (hf : ContDiff ℝ 2 f) {m : E} (hm : m ≠ 0)
    (u : E) :
    HasDerivAt (deriv (fun t : ℝ => radialEnergy f (m + t • u)))
      (deriv (deriv f) ‖m‖ * (inner ℝ m u / ‖m‖) ^ 2
        + deriv f ‖m‖ / ‖m‖ * (‖u‖ ^ 2 - (inner ℝ m u / ‖m‖) ^ 2)) 0 := by
  have h0 : m + (0 : ℝ) • u = m := by simp
  have hr : ‖m‖ ≠ 0 := norm_ne_zero_iff.2 hm
  have hfd : Differentiable ℝ f := hf.differentiable (by norm_num)
  -- the line stays away from zero magnetisation for small t
  have hcont : Continuous (fun t : ℝ => m + t • u) := by fun_prop
  have hne : ∀ᶠ t : ℝ in 𝓝 0, m + t • u ≠ 0 :=
    hcont.continuousAt.eventually_ne (by rw [h0]; exact hm)
  -- first derivative along the line
  have hfirst : deriv (fun t : ℝ => radialEnergy f (m + t • u)) =ᶠ[𝓝 0]
      fun t : ℝ => deriv f ‖m + t • u‖ * (inner ℝ (m + t • u) u / ‖m + t • u‖) := by
    filter_upwards [hne] with t ht
    have hc : HasDerivAt (fun t : ℝ => radialEnergy f (m + t • u))
        (deriv f ‖m + t • u‖ * (inner ℝ (m + t • u) u / ‖m + t • u‖)) t :=
      HasDerivAt.comp t (hfd ‖m + t • u‖).hasDerivAt (hasDerivAt_norm_line m u t ht)
    exact hc.deriv
  -- differentiate once more at t = 0
  have hN := hasDerivAt_norm_line m u 0 (by rw [h0]; exact hm)
  have hl : HasDerivAt (fun t : ℝ => m + t • u) u 0 :=
    (((hasDerivAt_id' (0 : ℝ)).smul_const u).const_add m).congr_deriv (one_smul ℝ u)
  have hI : HasDerivAt (fun t : ℝ => inner ℝ (m + t • u) u) (‖u‖ ^ 2) 0 :=
    (hl.inner ℝ (hasDerivAt_const (0 : ℝ) u)).congr_deriv (by
      rw [inner_zero_right, zero_add, real_inner_self_eq_norm_sq])
  have hD : HasDerivAt (fun t : ℝ => deriv f ‖m + t • u‖)
      (deriv (deriv f) ‖m + (0 : ℝ) • u‖
        * (inner ℝ (m + (0 : ℝ) • u) u / ‖m + (0 : ℝ) • u‖)) 0 :=
    HasDerivAt.comp (h₂ := deriv f) (h := fun t : ℝ => ‖m + t • u‖) (0 : ℝ)
      (differentiable_deriv_of_C2 hf ‖m + (0 : ℝ) • u‖).hasDerivAt hN
  have hQ := hD.fun_mul (hI.fun_div hN (by rw [h0]; exact hr))
  refine (hQ.congr_of_eventuallyEq hfirst).congr_deriv ?_
  simp only [h0]
  field_simp

/-- For a twice continuously differentiable `f`, at `m = s e_z` with `s > 0`, the second directional
derivative of `f(‖m‖)` is `f''(s)` along z and `f'(s)/s` along x and along y. -/
theorem curvature_along_axes {f : ℝ → ℝ} (hf : ContDiff ℝ 2 f) {s : ℝ} (hs : 0 < s) :
    secondDirDeriv (radialEnergy f) (s • axis 2) (axis 2) = deriv (deriv f) s ∧
    secondDirDeriv (radialEnergy f) (s • axis 2) (axis 0) = deriv f s / s ∧
    secondDirDeriv (radialEnergy f) (s • axis 2) (axis 1) = deriv f s / s := by
  have hu : ∀ i, ‖axis i‖ = 1 := fun i => by simp [axis]
  have hn : ‖s • axis 2‖ = s := by
    rw [norm_smul, hu, mul_one, Real.norm_eq_abs, abs_of_pos hs]
  have hm : s • axis 2 ≠ 0 := norm_ne_zero_iff.1 (by rw [hn]; exact hs.ne')
  have hz : inner ℝ (s • axis 2) (axis 2) = s := by
    rw [real_inner_smul_left, real_inner_self_eq_norm_sq, hu]
    ring
  have hx : inner ℝ (s • axis 2) (axis 0) = 0 := by
    simp [axis, real_inner_smul_left, EuclideanSpace.inner_single_left]
  have hy : inner ℝ (s • axis 2) (axis 1) = 0 := by
    simp [axis, real_inner_smul_left, EuclideanSpace.inner_single_left]
  refine ⟨?_, ?_, ?_⟩
  · rw [secondDirDeriv, (hasDerivAt_deriv_radialEnergy hf hm _).deriv, hn, hz, hu,
      div_self hs.ne']
    ring
  · rw [secondDirDeriv, (hasDerivAt_deriv_radialEnergy hf hm _).deriv, hn, hx, hu, zero_div]
    ring
  · rw [secondDirDeriv, (hasDerivAt_deriv_radialEnergy hf hm _).deriv, hn, hy, hu, zero_div]
    ring

/-- Where the energy density is differentiable as a function of `(n, s)`, the difference of the
spin-up and spin-down potentials is twice the derivative of the energy density with respect to the
spin polarisation at fixed density. -/
theorem vUp_sub_vDown {G : ℝ × ℝ → ℝ} {a b : ℝ} (hG : DifferentiableAt ℝ G (a + b, a - b)) :
    vUp G a b - vDown G a b = 2 * deriv (fun m => G (a + b, m)) (a - b) := by
  have key : ∀ (p : ℝ → ℝ × ℝ) (p' : ℝ × ℝ) (t : ℝ), HasDerivAt p p' t →
      p t = (a + b, a - b) →
      HasDerivAt (fun x => G (p x)) (fderiv ℝ G (a + b, a - b) p') t := by
    intro p p' t hp h
    have hL : HasFDerivAt G (fderiv ℝ G (a + b, a - b)) (p t) := by
      rw [h]
      exact hG.hasFDerivAt
    exact hL.comp_hasDerivAt t hp
  have h1 := key (fun x => (x + b, x - b)) (1, 1) a
    (((hasDerivAt_id' a).add_const b).prodMk ((hasDerivAt_id' a).sub_const b)) rfl
  have h2 := key (fun y => (a + y, a - y)) (1, -1) b
    (((hasDerivAt_id' b).const_add a).prodMk ((hasDerivAt_id' b).const_sub a)) rfl
  have h3 := key (fun m => (a + b, m)) (0, 1) (a - b)
    ((hasDerivAt_const (a - b) (a + b)).prodMk (hasDerivAt_id' (a - b))) rfl
  have e : ((1 : ℝ), (1 : ℝ)) = (1, -1) + (2 : ℝ) • ((0 : ℝ), (1 : ℝ)) := by
    ext <;> norm_num
  rw [vUp, vDown, h1.deriv, h2.deriv, h3.deriv, e, map_add, map_smul, smul_eq_mul]
  ring

/-- If the energy density `G` is differentiable at `(n, s)`, the Wang-Ziegler kernel equals `2
f'(s)/s`, where `f` is the energy density as a function of the spin polarisation at fixed density
`n`. -/
theorem wangZieglerKernel_eq {G : ℝ × ℝ → ℝ} {n s : ℝ} (hG : DifferentiableAt ℝ G (n, s)) :
    wangZieglerKernel G n s = 2 * deriv (fun m => G (n, m)) s / s := by
  have h1 : (n + s) / 2 + (n - s) / 2 = n := by ring
  have h2 : (n + s) / 2 - (n - s) / 2 = s := by ring
  have h := vUp_sub_vDown (G := G) (a := (n + s) / 2) (b := (n - s) / 2)
    (by rw [h1, h2]; exact hG)
  rw [h1, h2] at h
  rw [wangZieglerKernel, h]

/-- For a twice continuously differentiable `f`, the kernel `2 f'(s)/s` has a finite limit as
`s` decreases to zero exactly when `f'(0) = 0`. -/
theorem kernel_limit_exists_iff {f : ℝ → ℝ} (hf : ContDiff ℝ 2 f) :
    (∃ L, Tendsto (fun s => 2 * deriv f s / s) (𝓝[>] 0) (𝓝 L)) ↔ deriv f 0 = 0 := by
  have hd := differentiable_deriv_of_C2 hf
  constructor
  · rintro ⟨L, hL⟩
    -- multiply the kernel by s and compare with the continuity of f'
    have hid : Tendsto (fun s : ℝ => s) (𝓝[>] 0) (𝓝 0) :=
      tendsto_id.mono_left nhdsWithin_le_nhds
    have h1 : Tendsto (fun s => 2 * deriv f s) (𝓝[>] 0) (𝓝 (L * 0)) := by
      refine (hL.mul hid).congr' ?_
      filter_upwards [self_mem_nhdsWithin] with s hs
      exact div_mul_cancel₀ _ (Set.mem_Ioi.1 hs).ne'
    have h2 : Tendsto (fun s => 2 * deriv f s) (𝓝[>] 0) (𝓝 (2 * deriv f 0)) :=
      ((hd.continuous.tendsto 0).const_mul 2).mono_left nhdsWithin_le_nhds
    have h3 := tendsto_nhds_unique h1 h2
    linarith
  · intro h0
    have h := (hasDerivAt_iff_tendsto_slope.1 (hd 0).hasDerivAt).mono_left
      (nhdsWithin_mono (0 : ℝ) (fun x (hx : x ∈ Set.Ioi (0 : ℝ)) => (Set.mem_Ioi.1 hx).ne'))
    refine ⟨2 * deriv (deriv f) 0, (h.const_mul 2).congr fun s => ?_⟩
    rw [slope_def_field, h0, sub_zero, sub_zero, mul_div_assoc]

/-- Let the energy density `G` be differentiable at `(n, s)` for every real `s`, and let `f(s) =
G(n, s)` be even and twice continuously differentiable. Then the Wang-Ziegler kernel tends to the
triplet kernel `2 f''(0)` as the polarisation decreases to zero at fixed density `n`. -/
theorem wangZieglerKernel_tendsto_triplet {G : ℝ × ℝ → ℝ} {n : ℝ}
    (hG : ∀ s, DifferentiableAt ℝ G (n, s)) (hf : ContDiff ℝ 2 (fun m => G (n, m)))
    (heven : ∀ m, G (n, -m) = G (n, m)) :
    Tendsto (wangZieglerKernel G n) (𝓝[>] 0)
      (𝓝 (2 * deriv (deriv (fun m => G (n, m))) 0)) := by
  -- an even function has zero slope at the origin
  have h0 : deriv (fun m => G (n, m)) 0 = 0 := by
    have h : deriv (fun x => (fun m => G (n, m)) (-x)) 0
        = -deriv (fun m => G (n, m)) (-0) := deriv_comp_neg (fun m => G (n, m)) 0
    simp only [heven, neg_zero] at h
    linarith
  -- so the kernel is twice a difference quotient of the first derivative
  have h := (hasDerivAt_iff_tendsto_slope.1
    (differentiable_deriv_of_C2 hf 0).hasDerivAt).mono_left
    (nhdsWithin_mono (0 : ℝ) (fun x (hx : x ∈ Set.Ioi (0 : ℝ)) => (Set.mem_Ioi.1 hx).ne'))
  refine (h.const_mul 2).congr fun s => ?_
  rw [wangZieglerKernel_eq (hG s), slope_def_field, h0, sub_zero, sub_zero, mul_div_assoc]

end

end NoncollinearSpinKernel
```

```lean
#print axioms NoncollinearSpinKernel.curvature_along_axes
-- 'NoncollinearSpinKernel.curvature_along_axes' depends on axioms: [propext, Classical.choice, Quot.sound]
#print axioms NoncollinearSpinKernel.kernel_limit_exists_iff
-- 'NoncollinearSpinKernel.kernel_limit_exists_iff' depends on axioms: [propext, Classical.choice, Quot.sound]
#print axioms NoncollinearSpinKernel.wangZieglerKernel_tendsto_triplet
-- 'NoncollinearSpinKernel.wangZieglerKernel_tendsto_triplet' depends on axioms: [propext, Classical.choice, Quot.sound]
```

## Curvatures, potentials and kernels as Lean functions

The file treats two functions. The first is $F(m)=f(\lVert m\rVert)$, written `radialEnergy f`, an energy density that depends on the magnetisation vector $m$ only through its length. Its second derivative along a direction $u$ is `secondDirDeriv`: restrict $F$ to the line $m+tu$ and differentiate twice at $t=0$.

The theorem `hasDerivAt_deriv_radialEnergy` holds in every real inner product space `E`. For $f$ twice continuously differentiable on $\mathbb R$, $m\neq0$ and any $u$, not necessarily of unit length, it gives this second derivative as

$$f''(r)\,c^2+\frac{f'(r)}{r}\left(\lVert u\rVert^2-c^2\right),\qquad r=\lVert m\rVert,\quad c=\frac{\langle m,u\rangle}{r}.$$

In `curvature_along_axes` the space is $\mathbb R^3$, and `axis 0`, `axis 1` and `axis 2` are the unit vectors along x, y and z. At $m=s\,e_z$ with $s>0$, the curvature is $f''(s)$ along z and $f'(s)/s$ along x and y.

The second function is $G(n,s)$, with $n=a+b$ and $s=a-b$ for spin-up density $a$ and spin-down density $b$. The potentials `vUp` and `vDown` are the derivatives of $G$ with respect to $a$ and $b$. `wangZieglerKernel G n s` is their difference divided by $s$, taken at $a=(n+s)/2$ and $b=(n-s)/2$. If $G$ is differentiable at $(n,s)$, `wangZieglerKernel_eq` identifies this kernel with $2f'(s)/s$, where $f(s)=G(n,s)$ at fixed $n$. In Lean this $f$ appears as `fun m => G (n, m)`, with `m` a number and not a vector.

The limit is `wangZieglerKernel_tendsto_triplet`. It assumes that $G$ is differentiable at $(n,s)$ for every real $s$, that $f$ is twice continuously differentiable on $\mathbb R$, and that $f$ is even. The filter `𝓝[>] 0` means that $s$ approaches zero through positive values. At $s=0$ itself Lean's division returns 0, so the triplet kernel is the limit of `wangZieglerKernel` and in general not its value there.

## Spin rotation and spin reversal

Read together with $f(s)=G(n,s)$, the two parts say that the Wang–Ziegler kernel is twice the transverse curvature of the noncollinear energy density. A transverse change of $m$ rotates the magnetisation to first order without changing its length, and it is this response that enters spin-flip excitations. The triplet kernel is twice the longitudinal curvature at $s=0$. Their agreement in the limit bears on spin-flip and relativistic response calculations for closed-shell systems, within an adiabatic local model whose energy density depends only on $n$ and $\lVert m\rVert$.

Evenness stands for spin-reversal symmetry: exchanging the labels up and down leaves the exchange–correlation energy unchanged. An external magnetic field does not alter this, because its coupling to the spins is a separate term of the total energy. What the limit needs from it is $f'(0)=0$, that is, equal potentials for the two spins at zero polarisation. `kernel_limit_exists_iff` makes this exact: for a twice continuously differentiable $f$, the quotient $2f'(s)/s$ has a finite limit from the right if and only if $f'(0)=0$. With $f(s)=s$, for example, it is $2/s$ and diverges.

Functionals that depend on density gradients are not covered, and neither are frequency-dependent kernels. The smoothness conditions also range over all real $s$, whereas physical polarisations satisfy $|s|\le n$. Local spin-density exchange, which contains $(n\pm s)^{4/3}$, is not twice differentiable at $|s|=n$ and so does not meet them as it stands. Since the limit depends only on $G$ near $(n,0)$, for $n>0$ one would apply the theorem to a smooth even function that agrees with the functional there.

## Curvature from the length of the magnetisation

Let $r(t)=\lVert m+tu\rVert$. Differentiating

$$r(t)^2=\lVert m\rVert^2+2t\langle m,u\rangle+t^2\lVert u\rVert^2$$

gives $2r\,r'=2\langle m+tu,u\rangle$, and therefore

$$r'(t)=\frac{\langle m+tu,u\rangle}{r(t)}$$

wherever $r(t)\neq0$. In particular $r'(0)=c$. The quotient rule gives

$$r''(0)=\frac{\lVert u\rVert^2\,r(0)-\langle m,u\rangle\,c}{r(0)^2}=\frac{\lVert u\rVert^2-c^2}{\lVert m\rVert}.$$

The first derivative of $f(r(t))$ is $f'(r)\,r'$, and the second is $f''(r)\,r'^2+f'(r)\,r''$. Inserting $r'(0)$ and $r''(0)$ gives the general formula. At $m=s\,e_z$, the direction z has $c=1$ and $\lVert u\rVert=1$, which leaves $f''(s)$. The directions x and y have $c=0$, which leaves $f'(s)/s$.

The Lean proof follows the same path. `hasDerivAt_norm_line` computes $r'$ by differentiating the squared norm and then its square root. `differentiable_deriv_of_C2` supplies the differentiability of $f'$. In `hasDerivAt_deriv_radialEnergy`, the step `hne` records that the line avoids $m=0$ for small $t$, so the formula for the first derivative holds in a whole neighbourhood of $t=0$ (`hfirst`) and may be differentiated again. The product and quotient rules produce `hQ`, and `field_simp` brings the result to the stated form. `curvature_along_axes` then inserts the lengths and inner products of the axis vectors.

## From the potentials to the triplet limit

Since $n=a+b$ and $s=a-b$, the chain rule gives

$$v_\uparrow=\frac{\partial G}{\partial n}+\frac{\partial G}{\partial s},\qquad v_\downarrow=\frac{\partial G}{\partial n}-\frac{\partial G}{\partial s},$$

so that $v_\uparrow-v_\downarrow=2\,\partial G/\partial s=2f'(s)$. Division by $s$ gives the kernel $2f'(s)/s$.

In `vUp_sub_vDown` the step `key` is the chain rule along a curve in the $(n,s)$ plane. Changing $a$ moves the point in the direction $(1,1)$, changing $b$ in the direction $(1,-1)$, and changing $s$ alone in the direction $(0,1)$. The identity `e`, which reads $(1,1)=(1,-1)+2\,(0,1)$, and the linearity of the total derivative yield the difference of the potentials. `wangZieglerKernel_eq` substitutes $a=(n+s)/2$ and $b=(n-s)/2$.

For even $f$, differentiating $f(-s)=f(s)$ gives $-f'(-s)=f'(s)$, and at $s=0$ this forces $f'(0)=0$. The kernel is then twice a difference quotient of $f'$:

$$\frac{2f'(s)}{s}=2\,\frac{f'(s)-f'(0)}{s-0}\;\longrightarrow\;2f''(0)\qquad(s\to0^+).$$

Lean obtains $f'(0)=0$ from `deriv_comp_neg` and the limit of the quotient from `hasDerivAt_iff_tendsto_slope`, restricted to positive $s$.

The same difference quotient proves one direction of `kernel_limit_exists_iff`. For the other, suppose that $2f'(s)/s$ tends to a finite $L$. Multiplying by $s$ shows that $2f'(s)$ tends to $L\cdot0=0$, while continuity of $f'$ shows that it tends to $2f'(0)$. Limits are unique (`tendsto_nhds_unique`), so $f'(0)=0$.
